# In one dimension, more than 4M grid points give exact matrix elements of a local potential filtered at 2M, for plane-wave orbitals of cutoff M

## Two grids, one potential

In an ultrasoft pseudopotential calculation the orbitals are smooth and fit on a coarse grid, while the augmentation charges need a dense one. The local potential built from the total density therefore has Fourier components that the coarse grid can't represent. To apply it to the orbitals on the coarse grid, one can first filter it. Does removing its components above twice the orbital cutoff change the matrix elements?

In a one-dimensional cell with a local potential, it doesn't: this filtering adds no error to matrix elements between orbitals within the cutoff.

## The claim and its Lean form

Let the cell have length 1, and write $e_k(x)=e^{2\pi i kx}$ for integer $k$. The orbitals are

$$\phi=\sum_{|k|\le M}a_k e_k,\qquad \psi=\sum_{|l|\le M}b_l e_l .$$

For a potential $V$ integrable on the cell, define

$$\hat V(m)=\int_0^1 e_{-m}V\,dx,\qquad V_c=\sum_{|m|\le 2M}\hat V(m)\,e_m .$$

Then for every $N>4M$

$$\int_0^1\bar\phi V\psi\,dx=\int_0^1\bar\phi V_c\psi\,dx=\frac1N\sum_{j=0}^{N-1}(\bar\phi V_c\psi)(j/N).$$

This is `coarse_grid_exact`. There `wave k` is $e_k$, `trigPoly M a` is $\phi$, `fourierComp V` is $\hat V$ and `lowPass (2 * M) V` is $V_c$. The integrand is `sandwich`, and the two averages are `cellAvg` and `gridAvg N`.

The hypothesis `IntervalIntegrable V` admits jumps and integrable singularities. $V$ may be complex, and the orbitals need not be normalised. Three-dimensional cells and the nonlocal part of the pseudopotential are not covered. The components $\hat V(m)$ are exact integrals, whereas a code obtains them from a discrete transform on the dense grid.

## Why the high components drop out

The cell average of $e_k$ is 1 for $k=0$; otherwise it is $(e^{2\pi ik}-1)/(2\pi ik)=0$. Since $\bar e_k e_l=e_{-(k-l)}$,

$$\int_0^1\bar\phi V\psi\,dx=\sum_{|k|,|l|\le M}\bar a_k b_l\,\hat V(k-l).$$

Only indices with $|k-l|\le 2M$ occur. By orthogonality, $V_c$ has the same Fourier components as $V$ at these indices, so the first equality follows.

## Why the grid sum is exact

On the grid, $e_k(j/N)=\omega^j$ with $\omega=e^{2\pi ik/N}$. If $N$ divides $k$, then $\omega=1$ and the average is 1. Otherwise it is $(\omega^N-1)/(N(\omega-1))=0$, because $\omega^N=1$. This is aliasing: the grid mistakes every multiple of $N$ for index zero.

Now expand

$$\bar\phi V_c\psi=\sum_{k,m,l}\bar a_k\hat V(m)b_l\,e_{m+l-k},\qquad |m+l-k|\le M+2M+M=4M<N.$$

The only multiple of $N$ in this range is zero, so grid and cell averages agree term by term.

The bound is sharp. For $M>0$ and $N=4M$, take $\phi=e_{-M}$, $V=e_{2M}$, $\psi=e_M$. The integrand is $e_{4M}$, with grid average 1 and cell average 0. The filter matters too: for any $N>0$, the unfiltered potential $e_N$ between two equal waves $e_k$ gives the same wrong answer. These two potentials are complex, whereas the local potential of the calculation described above is real, but their real parts fail too: $\cos(4\pi Mx)$ in the first example and $\cos(2\pi Nx)$ in the second give grid average 1, against cell averages $1/2$ and 0.

## The Lean file

```lean
import Mathlib

open ComplexConjugate

namespace CoarseGridPotential

noncomputable section

/-- The plane wave `exp(2πikx)` on the unit cell. -/
def wave (k : ℤ) (x : ℝ) : ℂ := Complex.exp (2 * Real.pi * Complex.I * k * x)

/-- The plane-wave expansion with coefficients `c` and cutoff `|k| ≤ M`. -/
def trigPoly (M : ℕ) (c : ℤ → ℂ) (x : ℝ) : ℂ :=
  ∑ k ∈ Finset.Icc (-(M : ℤ)) M, c k * wave k x

/-- The exact average of `f` over the unit cell. -/
def cellAvg (f : ℝ → ℂ) : ℂ := ∫ x in (0 : ℝ)..1, f x

/-- The average of `f` over the `N` uniform grid points `j / N`, for `N > 0`. -/
def gridAvg (N : ℕ) (f : ℝ → ℂ) : ℂ := (∑ j ∈ Finset.range N, f ((j : ℝ) / N)) / N

/-- The integrand `conj(φ) V ψ` of a matrix element of the local potential `V`. -/
def sandwich (φ V ψ : ℝ → ℂ) (x : ℝ) : ℂ := conj (φ x) * V x * ψ x

/-- The Fourier component of `V` at the wave index `k`. -/
def fourierComp (V : ℝ → ℂ) (k : ℤ) : ℂ := cellAvg (fun x => wave (-k) x * V x)

/-- The potential `V` truncated to its Fourier components with `|k| ≤ K`. -/
def lowPass (K : ℕ) (V : ℝ → ℂ) : ℝ → ℂ := trigPoly K (fourierComp V)

lemma wave_add (k l : ℤ) (x : ℝ) : wave (k + l) x = wave k x * wave l x := by
  unfold wave
  rw [← Complex.exp_add]
  congr 1
  push_cast
  ring

lemma conj_wave (k : ℤ) (x : ℝ) : conj (wave k x) = wave (-k) x := by
  unfold wave
  rw [← Complex.exp_conj]
  congr 1
  simp only [map_mul, Complex.conj_I, Complex.conj_ofReal, map_intCast, map_ofNat,
    Int.cast_neg]
  ring

lemma continuous_wave (k : ℤ) : Continuous (wave k) := by
  unfold wave
  fun_prop

lemma sandwich_wave (p q r : ℤ) :
    sandwich (wave p) (wave q) (wave r) = wave (q + r - p) := by
  funext x
  rw [sandwich, conj_wave, sub_eq_add_neg, wave_add, wave_add]
  ring

/-- The cell average of a plane wave is one for `k = 0` and zero otherwise. -/
theorem cellAvg_wave (k : ℤ) : cellAvg (wave k) = if k = 0 then 1 else 0 := by
  unfold cellAvg wave
  by_cases h : k = 0
  · simp [h]
  · have hc : 2 * (Real.pi : ℂ) * Complex.I * k ≠ 0 :=
      mul_ne_zero Complex.two_pi_I_ne_zero (by exact_mod_cast h)
    have h1 : Complex.exp (2 * (Real.pi : ℂ) * Complex.I * k) = 1 :=
      Complex.exp_eq_one_iff.mpr ⟨k, by ring⟩
    rw [if_neg h, integral_exp_mul_complex hc]
    simp [h1]

/-- Aliasing rule: the grid average of a plane wave is one if `N` divides its index
and zero otherwise. -/
theorem gridAvg_wave {N : ℕ} (hN : 0 < N) (k : ℤ) :
    gridAvg N (wave k) = if (N : ℤ) ∣ k then 1 else 0 := by
  have hN' : (N : ℂ) ≠ 0 := by exact_mod_cast hN.ne'
  have hR : (N : ℝ) ≠ 0 := by exact_mod_cast hN.ne'
  have hpow : ∀ j : ℕ, wave k ((j : ℝ) / N) = wave k (1 / N) ^ j := by
    intro j
    unfold wave
    rw [← Complex.exp_nat_mul]
    congr 1
    push_cast
    ring
  have hone : wave k (1 / N) = 1 ↔ (N : ℤ) ∣ k := by
    unfold wave
    rw [Complex.exp_eq_one_iff]
    constructor
    · rintro ⟨n, hn⟩
      refine ⟨n, ?_⟩
      have hi : (N : ℂ) * (1 / N) = 1 := mul_one_div_cancel hN'
      have h2 : (k : ℂ) = N * n := by
        apply mul_left_cancel₀ Complex.two_pi_I_ne_zero
        push_cast at hn
        linear_combination (N : ℂ) * hn - 2 * Real.pi * Complex.I * k * hi
      exact_mod_cast h2
    · rintro ⟨n, rfl⟩
      refine ⟨n, ?_⟩
      push_cast
      field_simp
  have hper : wave k (1 / N) ^ N = 1 := by
    rw [← hpow, div_self hR]
    exact Complex.exp_eq_one_iff.mpr ⟨k, by push_cast; ring⟩
  -- the grid values form a geometric sequence
  unfold gridAvg
  rw [Finset.sum_congr rfl fun j _ => hpow j]
  by_cases h : (N : ℤ) ∣ k
  · rw [if_pos h, hone.mpr h]
    simp [hN']
  · rw [if_neg h, geom_sum_eq (mt hone.mp h), hper]
    simp

lemma cellAvg_sum {ι : Type*} (s : Finset ι) (c : ι → ℂ) (f : ι → ℝ → ℂ)
    (hf : ∀ i, IntervalIntegrable (f i) MeasureTheory.volume 0 1) :
    cellAvg (fun x => ∑ i ∈ s, c i * f i x) = ∑ i ∈ s, c i * cellAvg (f i) := by
  unfold cellAvg
  rw [intervalIntegral.integral_finsetSum fun i _ => (hf i).const_mul (c i)]
  exact Finset.sum_congr rfl fun i _ => intervalIntegral.integral_const_mul _ _

lemma gridAvg_sum {ι : Type*} (N : ℕ) (s : Finset ι) (c : ι → ℂ) (f : ι → ℝ → ℂ) :
    gridAvg N (fun x => ∑ i ∈ s, c i * f i x) = ∑ i ∈ s, c i * gridAvg N (f i) := by
  unfold gridAvg
  rw [Finset.sum_comm, Finset.sum_div]
  refine Finset.sum_congr rfl fun i _ => ?_
  rw [← Finset.mul_sum, mul_div_assoc]

/-- The Fourier components of a plane-wave expansion within its cutoff are its
coefficients. -/
theorem fourierComp_trigPoly (K : ℕ) (c : ℤ → ℂ) {m : ℤ}
    (hm : m ∈ Finset.Icc (-(K : ℤ)) K) : fourierComp (trigPoly K c) m = c m := by
  have h : (fun x => wave (-m) x * trigPoly K c x) =
      fun x => ∑ k ∈ Finset.Icc (-(K : ℤ)) K, c k * wave (k - m) x := by
    funext x
    rw [trigPoly, Finset.mul_sum]
    refine Finset.sum_congr rfl fun k _ => ?_
    rw [sub_eq_add_neg, wave_add]
    ring
  rw [fourierComp, h, cellAvg_sum _ c (fun k => wave (k - m))
    fun k => (continuous_wave _).intervalIntegrable _ _]
  rw [Finset.sum_eq_single m]
  · simp [cellAvg_wave]
  · intro k _ hk
    rw [cellAvg_wave, if_neg (sub_ne_zero.mpr hk), mul_zero]
  · exact fun h => absurd hm h

/-- For a potential that is itself a plane-wave expansion of cutoff `L ≥ K`, the low-pass
filter cuts the expansion off at `K`. -/
theorem lowPass_trigPoly {K L : ℕ} (h : K ≤ L) (v : ℤ → ℂ) :
    lowPass K (trigPoly L v) = trigPoly K v := by
  funext x
  show ∑ k ∈ Finset.Icc (-(K : ℤ)) K, fourierComp (trigPoly L v) k * wave k x =
    ∑ k ∈ Finset.Icc (-(K : ℤ)) K, v k * wave k x
  refine Finset.sum_congr rfl fun k hk => ?_
  rw [fourierComp_trigPoly L v]
  rw [Finset.mem_Icc] at hk ⊢
  omega

/-- A matrix element of `V` is the double sum over orbital coefficients of the Fourier
components of `V` at the index differences. -/
theorem cellAvg_sandwich (M : ℕ) (a b : ℤ → ℂ) {V : ℝ → ℂ}
    (hV : IntervalIntegrable V MeasureTheory.volume 0 1) :
    cellAvg (sandwich (trigPoly M a) V (trigPoly M b)) =
      ∑ p ∈ Finset.Icc (-(M : ℤ)) M ×ˢ Finset.Icc (-(M : ℤ)) M,
        conj (a p.1) * b p.2 * fourierComp V (p.1 - p.2) := by
  have h : sandwich (trigPoly M a) V (trigPoly M b) = fun x =>
      ∑ p ∈ Finset.Icc (-(M : ℤ)) M ×ˢ Finset.Icc (-(M : ℤ)) M,
        conj (a p.1) * b p.2 * (wave (-(p.1 - p.2)) x * V x) := by
    funext x
    rw [sandwich, trigPoly, trigPoly, map_sum, mul_right_comm, Finset.sum_mul_sum,
      Finset.sum_product, Finset.sum_mul]
    refine Finset.sum_congr rfl fun k _ => ?_
    rw [Finset.sum_mul]
    refine Finset.sum_congr rfl fun l _ => ?_
    rw [map_mul, conj_wave, show -(k - l) = -k + l by ring, wave_add]
    ring
  rw [h]
  exact cellAvg_sum _ (fun p : ℤ × ℤ => conj (a p.1) * b p.2)
    (fun p x => wave (-(p.1 - p.2)) x * V x)
    fun p => hV.continuousOn_mul (continuous_wave _).continuousOn

/-- For orbitals of cutoff `M` and a potential of cutoff `K`, the grid average of the
integrand equals its cell average as soon as `N > 2M + K`. -/
theorem gridAvg_eq_cellAvg {M K N : ℕ} (hN : 2 * M + K < N) (a v b : ℤ → ℂ) :
    gridAvg N (sandwich (trigPoly M a) (trigPoly K v) (trigPoly M b)) =
      cellAvg (sandwich (trigPoly M a) (trigPoly K v) (trigPoly M b)) := by
  have h : sandwich (trigPoly M a) (trigPoly K v) (trigPoly M b) = fun x =>
      ∑ p ∈ Finset.Icc (-(M : ℤ)) M ×ˢ Finset.Icc (-(K : ℤ)) K ×ˢ Finset.Icc (-(M : ℤ)) M,
        conj (a p.1) * v p.2.1 * b p.2.2 * wave (p.2.1 + p.2.2 - p.1) x := by
    funext x
    rw [sandwich, trigPoly, trigPoly, trigPoly, map_sum, mul_assoc, Finset.sum_product,
      Finset.sum_mul]
    refine Finset.sum_congr rfl fun k _ => ?_
    rw [Finset.sum_product, Finset.sum_mul_sum, Finset.mul_sum]
    refine Finset.sum_congr rfl fun m _ => ?_
    rw [Finset.mul_sum]
    refine Finset.sum_congr rfl fun l _ => ?_
    rw [map_mul, conj_wave, sub_eq_add_neg, wave_add, wave_add]
    ring
  rw [h, gridAvg_sum N _ (fun p : ℤ × ℤ × ℤ => conj (a p.1) * v p.2.1 * b p.2.2)
      (fun p => wave (p.2.1 + p.2.2 - p.1)),
    cellAvg_sum _ (fun p : ℤ × ℤ × ℤ => conj (a p.1) * v p.2.1 * b p.2.2)
      (fun p => wave (p.2.1 + p.2.2 - p.1))
      fun p => (continuous_wave _).intervalIntegrable _ _]
  refine Finset.sum_congr rfl fun p hp => ?_
  simp only [Finset.mem_product, Finset.mem_Icc] at hp
  -- every index is smaller than `N` in absolute value, so only index zero is a multiple of `N`
  have hiff : (N : ℤ) ∣ p.2.1 + p.2.2 - p.1 ↔ p.2.1 + p.2.2 - p.1 = 0 := by
    constructor
    · intro hd
      exact Int.eq_zero_of_abs_lt_dvd hd (abs_lt.mpr ⟨by omega, by omega⟩)
    · intro h0
      rw [h0]
      exact dvd_zero _
  rw [gridAvg_wave (by omega), cellAvg_wave]
  simp only [hiff]

/-- Exactness of the coarse grid: for orbitals of cutoff `M`, the matrix element of an integrable
potential is unchanged by truncating the potential at `2M`, and is then equal to the average of the
integrand with the truncated potential over `N` uniform grid points, for any `N > 4M`. -/
theorem coarse_grid_exact {M N : ℕ} (hN : 4 * M < N) (a b : ℤ → ℂ) {V : ℝ → ℂ}
    (hV : IntervalIntegrable V MeasureTheory.volume 0 1) :
    cellAvg (sandwich (trigPoly M a) V (trigPoly M b)) =
        cellAvg (sandwich (trigPoly M a) (lowPass (2 * M) V) (trigPoly M b)) ∧
      cellAvg (sandwich (trigPoly M a) V (trigPoly M b)) =
        gridAvg N (sandwich (trigPoly M a) (lowPass (2 * M) V) (trigPoly M b)) := by
  have hc : Continuous (lowPass (2 * M) V) := by
    unfold lowPass trigPoly wave
    refine continuous_finsetSum _ fun k _ => ?_
    fun_prop
  have h : cellAvg (sandwich (trigPoly M a) V (trigPoly M b)) =
      cellAvg (sandwich (trigPoly M a) (lowPass (2 * M) V) (trigPoly M b)) := by
    rw [cellAvg_sandwich M a b hV, cellAvg_sandwich M a b (hc.intervalIntegrable _ _)]
    refine Finset.sum_congr rfl fun p hp => ?_
    simp only [Finset.mem_product, Finset.mem_Icc] at hp
    -- index differences of the orbitals never exceed `2M`
    rw [lowPass, fourierComp_trigPoly]
    rw [Finset.mem_Icc]
    push_cast
    omega
  exact ⟨h, h.trans (gridAvg_eq_cellAvg (by omega) a _ b).symm⟩

/-- With exactly `4M` grid points, the plane waves of indices `-M` and `M` and the potential
wave of index `2M` give grid average one and cell average zero. -/
theorem grid_bound_sharp {M : ℕ} (hM : 0 < M) :
    gridAvg (4 * M) (sandwich (wave (-M)) (wave (2 * M)) (wave M)) = 1 ∧
      cellAvg (sandwich (wave (-M)) (wave (2 * M)) (wave M)) = 0 := by
  rw [sandwich_wave, gridAvg_wave (by omega), cellAvg_wave]
  exact ⟨if_pos ⟨1, by push_cast; ring⟩, if_neg (by omega)⟩

/-- Without the filter, the potential wave of index `N` between two equal plane waves has
grid average one on `N` points and cell average zero. -/
theorem unfiltered_grid_fails {N : ℕ} (hN : 0 < N) (k : ℤ) :
    gridAvg N (sandwich (wave k) (wave N) (wave k)) = 1 ∧
      cellAvg (sandwich (wave k) (wave N) (wave k)) = 0 := by
  rw [sandwich_wave, gridAvg_wave hN, cellAvg_wave]
  exact ⟨if_pos ⟨1, by ring⟩, if_neg (by omega)⟩

end

end CoarseGridPotential
```

```lean
#print axioms CoarseGridPotential.lowPass_trigPoly
#print axioms CoarseGridPotential.coarse_grid_exact
#print axioms CoarseGridPotential.grid_bound_sharp
#print axioms CoarseGridPotential.unfiltered_grid_fails
```

```
'CoarseGridPotential.lowPass_trigPoly' depends on axioms: [propext, Classical.choice, Quot.sound]
'CoarseGridPotential.coarse_grid_exact' depends on axioms: [propext, Classical.choice, Quot.sound]
'CoarseGridPotential.grid_bound_sharp' depends on axioms: [propext, Classical.choice, Quot.sound]
'CoarseGridPotential.unfiltered_grid_fails' depends on axioms: [propext, Classical.choice, Quot.sound]
```

## How the proof follows the derivation

`wave_add` and `conj_wave` supply the algebra of exponentials, and `continuous_wave` the integrability of waves. `cellAvg_wave` evaluates the integral of an exponential. `gridAvg_wave` establishes $\omega=1\Leftrightarrow N\mid k$ as `hone` and $\omega^N=1$ as `hper`, then applies `geom_sum_eq`.

`cellAvg_sum` and `gridAvg_sum` move the averages inside finite sums. With the first, `fourierComp_trigPoly` proves orthogonality: `Finset.sum_eq_single` keeps the one surviving term. It also yields `lowPass_trigPoly`, which says that filtering a plane-wave expansion simply truncates it.

`cellAvg_sandwich` is the double sum over $(k,l)$. `gridAvg_eq_cellAvg` is the triple sum over $(k,m,l)$, for a general potential cutoff $K$ and $N>2M+K$; `omega` bounds the index, and `Int.eq_zero_of_abs_lt_dvd` concludes that a multiple of $N$ in that range is zero.

`coarse_grid_exact` applies the double sum to both $V$ and $V_c$, matches their components, and then uses the grid theorem with $K=2M$. The counterexamples `grid_bound_sharp` and `unfiltered_grid_fails` use `sandwich_wave` to reduce the integrand to a single wave, whose two averages are already known.
